# In a level of a real symmetric Hamiltonian, the orbital moments fill an interval \([-m,m]\)

A real Hamiltonian matrix allows real eigenvectors, but whether a level consists of real or of complex combinations of them can affect which orbital moments it allows. Here it is the complex eigenspace. With real coefficients alone every moment would be zero.

Let \(H\) and \(A\) be real matrices in a finite orthonormal basis of real orbitals, with \(H^T=H\) and \(A^T=-A\). The operator \(L=iA\) stands for one Cartesian component of the orbital angular momentum, in units of \(\hbar\). For a vector \(v\), write \(\mu(v)=\langle v,Lv\rangle=\sum_{j,k}\bar v_j\,iA_{jk}v_k\). For a unit vector this is the mean value of \(L\), called the orbital moment here; the orbital magnetic moment of an electron along the same axis is \(-\mu_B\,\mu(v)\), with \(\mu_B\) the Bohr magneton. The level at energy \(\varepsilon\) is the set of all complex solutions of \(Hv=\varepsilon v\), and \(P\) is the orthogonal projector onto it.

The result is that, if \(\varepsilon\) is an eigenvalue of \(H\), there is a real number \(m\ge0\) such that \(\mu\) takes exactly the values in \([-m,m]\) on the unit vectors of the level, and that \(m=0\) exactly when \(PLP=0\). For one electron in a degenerate level of such a fixed, finite, real Hamiltonian, the energy therefore leaves the orbital moment undetermined whenever \(PLP\neq0\).

```lean
import Mathlib

open Matrix
open scoped InnerProductSpace ComplexConjugate

namespace OrbitalMomentOfLevel

noncomputable section

variable {n : Type*} [Fintype n] [DecidableEq n] {H A : Matrix n n ℝ} {ε : ℂ}
```

In Lean, `hamiltonian H` and `orbitalL A` are the operators of the two matrices on `EuclideanSpace ℂ n`, where `n` labels the orbitals. The energy `ε` is a complex number from the start, and `moments H A ε` is a set of complex numbers, so that real energies and real moments are consequences of the hypotheses.

```lean
/-- The Hamiltonian with real matrix `H`, acting on complex states. -/
def hamiltonian (H : Matrix n n ℝ) : EuclideanSpace ℂ n →ₗ[ℂ] EuclideanSpace ℂ n :=
  Matrix.toEuclideanLin (H.map Complex.ofReal)

/-- The orbital moment operator `L = iA` in a real orbital basis. -/
def orbitalL (A : Matrix n n ℝ) : EuclideanSpace ℂ n →ₗ[ℂ] EuclideanSpace ℂ n :=
  Matrix.toEuclideanLin (Complex.I • A.map Complex.ofReal)

/-- The complex eigenspace of the Hamiltonian at energy `ε`. -/
def level (H : Matrix n n ℝ) (ε : ℂ) : Submodule ℂ (EuclideanSpace ℂ n) :=
  Module.End.eigenspace (hamiltonian H) ε

/-- The orthogonal projector `P` onto the level. -/
def levelProjector (H : Matrix n n ℝ) (ε : ℂ) :
    EuclideanSpace ℂ n →ₗ[ℂ] EuclideanSpace ℂ n :=
  ((level H ε).starProjection : EuclideanSpace ℂ n →L[ℂ] EuclideanSpace ℂ n)

/-- The values `⟨v, Lv⟩` over all unit vectors `v` of the level. -/
def moments (H A : Matrix n n ℝ) (ε : ℂ) : Set ℂ :=
  {z | ∃ v ∈ level H ε, ‖v‖ = 1 ∧ ⟪v, orbitalL A v⟫_ℂ = z}
```

The derivation compares each state with its complex conjugate \(\bar v\), which is its time-reversed partner when spin is left out.

```lean
/-- The complex conjugate of a state. -/
def conjState (v : EuclideanSpace ℂ n) : EuclideanSpace ℂ n := WithLp.toLp 2 (star v.ofLp)
```

## Antisymmetry of \(A\): the moments are real

Antisymmetry makes \(L\) an observable: \((iA)^\dagger=-iA^T=iA\). Hence \(\overline{\mu(v)}=\langle Lv,v\rangle=\langle v,Lv\rangle=\mu(v)\). With \(v=x+iy\) and \(x,y\) real, the terms \(x\cdot Ax\) and \(y\cdot Ay\) vanish, and
\[
\mu(v)=-(x\cdot Ay-y\cdot Ax)=-2\,x\cdot Ay .
\]
A real state has \(y=0\) and no moment.

`symmetric_of_hermitian` moves a Hermitian matrix from one side of the inner product to the other, `orbitalL_symmetric` applies it to \(iA\), and `moment_real` draws the conclusion for \(\mu\).

```lean
/-- A Hermitian matrix acts as a symmetric operator. -/
theorem symmetric_of_hermitian {M : Matrix n n ℂ} (hM : Mᴴ = M) :
    (Matrix.toEuclideanLin M).IsSymmetric := by
  intro u v
  have h : ∀ w, (Matrix.toEuclideanLin M w).ofLp = M *ᵥ w.ofLp := fun _ => rfl
  rw [EuclideanSpace.inner_eq_star_dotProduct, EuclideanSpace.inner_eq_star_dotProduct, h, h,
    Matrix.star_mulVec, hM, dotProduct_comm, ← Matrix.dotProduct_mulVec, dotProduct_comm]

/-- For real antisymmetric `A` the operator `L = iA` is symmetric. -/
theorem orbitalL_symmetric (hA : Aᵀ = -A) : (orbitalL A).IsSymmetric := by
  refine symmetric_of_hermitian ?_
  ext i j
  have h : A j i = -A i j := congrFun (congrFun hA i) j
  simp [h]

/-- For real antisymmetric `A` the value `⟨v, Lv⟩` is real. -/
theorem moment_real (hA : Aᵀ = -A) (v : EuclideanSpace ℂ n) :
    ((⟪v, orbitalL A v⟫_ℂ).re : ℂ) = ⟪v, orbitalL A v⟫_ℂ :=
  Complex.conj_eq_iff_re.1 (by rw [inner_conj_symm]; exact orbitalL_symmetric hA v v)
```

Real entries of \(A\) alone would not make the moments real. For a single orbital with \(A=(1)\), every unit state has \(\mu=i\).

## Real entries of \(H\) and \(A\): every moment comes with its negative

For one electron in a fixed real potential, without a magnetic field and without spin-orbit coupling, the Hamiltonian is real in a basis of real orbitals. If \(Hv=\varepsilon v\) and \(\varepsilon\) is real, conjugating the equation gives \(H\bar v=\varepsilon\bar v\), so \(\bar v\) lies in the same level. `conj_mem_level` does this component by component.

```lean
/-- At a real energy, the conjugate of a state of the level belongs to the level. -/
theorem conj_mem_level (hε : conj ε = ε) {v : EuclideanSpace ℂ n} (hv : v ∈ level H ε) :
    conjState v ∈ level H ε := by
  rw [level, Module.End.mem_eigenspace_iff] at hv ⊢
  ext i
  have h : ∑ k, (H i k : ℂ) * v.ofLp k = ε * v.ofLp i := congrArg (fun w => w.ofLp i) hv
  change ∑ k, (H i k : ℂ) * conj (v.ofLp k) = ε * conj (v.ofLp i)
  simpa [hε] using congrArg (fun z => conj z) h
```

A real \(A\) makes \(L\) purely imaginary, hence odd under conjugation:
\[
\mu(\bar v)=\sum_{j,k}v_j\,iA_{jk}\bar v_k=-\overline{\sum_{j,k}\bar v_j\,iA_{jk}v_k}=-\overline{\mu(v)} .
\]
In `conj_moment` this identity is `key`, and the theorem states its real part.

```lean
/-- Complex conjugation of the state reverses the real part of `⟨v, Lv⟩`. -/
theorem conj_moment (A : Matrix n n ℝ) (v : EuclideanSpace ℂ n) :
    (⟪conjState v, orbitalL A (conjState v)⟫_ℂ).re = -(⟪v, orbitalL A v⟫_ℂ).re := by
  have h : ∀ w : EuclideanSpace ℂ n, ⟪w, orbitalL A w⟫_ℂ =
      ∑ i, (∑ k, Complex.I * (A i k : ℂ) * w.ofLp k) * conj (w.ofLp i) :=
    fun w => EuclideanSpace.inner_eq_star_dotProduct w _
  have key : ⟪conjState v, orbitalL A (conjState v)⟫_ℂ = -conj ⟪v, orbitalL A v⟫_ℂ := by
    rw [h, h]
    simp [conjState]
  rw [key, Complex.neg_re, Complex.conj_re]
```

A Hermitian \(H\) with complex entries would not suffice. Take two orbitals, \(A=\begin{pmatrix}0&-1\\1&0\end{pmatrix}\) and \(H=L=iA\). The level at \(\varepsilon=1\) is spanned by \((1,i)/\sqrt2\), and its only moment is \(1\). Nor is it enough that \(L\) is Hermitian, since \(L=1\) has the single moment \(1\) in every level.

## A level that exists: the moments fill an interval

The hypothesis that \(\varepsilon\) is an eigenvalue says that the level contains a nonzero state. Its complex dimension is then some \(d\ge1\), and its unit vectors form the unit sphere of a real space of dimension \(2d\ge2\). This sphere is compact and connected.

By compactness the continuous function \(\mu\) has a largest value \(m\) on the sphere, reached at some \(v\). The conjugate state gives \(\mu(\bar v)=-m\le m\), so \(m\ge0\). For any unit \(w\) in the level, \(\mu(w)\le m\) and \(-\mu(w)=\mu(\bar w)\le m\), so no value lies outside \([-m,m]\). By connectedness every value between \(-m\) and \(m\) is taken.

`symmetric_range` carries this out for any continuous real function whose values on the sphere come in pairs of opposite sign. In it, `exists_isMaxOn` supplies the maximum, `isConnected_sphere` the connectedness, and `Icc_subset` the intermediate values.

```lean
/-- On a nonzero finite-dimensional complex space, a continuous real quantity that takes
with each value on the unit sphere also its negative fills an interval `[-m, m]` there. -/
theorem symmetric_range {F : Type*} [NormedAddCommGroup F] [NormedSpace ℂ F]
    [FiniteDimensional ℂ F] [Nontrivial F] {f : F → ℝ} (hf : Continuous f)
    (hodd : ∀ v, ‖v‖ = 1 → ∃ w, ‖w‖ = 1 ∧ f w = -f v) :
    ∃ m : ℝ, 0 ≤ m ∧ ∀ t, (∃ v, ‖v‖ = 1 ∧ f v = t) ↔ t ∈ Set.Icc (-m) m := by
  have := FiniteDimensional.proper ℂ F
  -- the real dimension is at least two, so the sphere is connected
  have hr : 1 < Module.rank ℝ F := by
    have h := Module.finrank_pos (R := ℂ) (M := F)
    rw [← Module.finrank_eq_rank, finrank_real_of_complex]
    exact_mod_cast (by omega : 1 < 2 * Module.finrank ℂ F)
  have hcon : IsConnected (Metric.sphere (0 : F) 1) := isConnected_sphere hr 0 zero_le_one
  obtain ⟨v, hv, hmax⟩ :=
    (isCompact_sphere (0 : F) 1).exists_isMaxOn hcon.nonempty hf.continuousOn
  have hle : ∀ w, ‖w‖ = 1 → f w ≤ f v := fun w hw => hmax (mem_sphere_zero_iff_norm.2 hw)
  obtain ⟨u, hu, huv⟩ := hodd v (mem_sphere_zero_iff_norm.1 hv)
  refine ⟨f v, by linarith [hle u hu], fun t => ⟨?_, fun ht => ?_⟩⟩
  · rintro ⟨w, hw, rfl⟩
    obtain ⟨w', hw', h⟩ := hodd w hw
    exact ⟨by linarith [hle w' hw'], hle w hw⟩
  · rw [← huv] at ht
    obtain ⟨w, hw, h⟩ := (hcon.isPreconnected.image f hf.continuousOn).Icc_subset
      ⟨u, mem_sphere_zero_iff_norm.2 hu, rfl⟩ ⟨v, hv, rfl⟩ ht
    exact ⟨w, mem_sphere_zero_iff_norm.1 hw, h⟩
```

If \(\varepsilon\) is not an eigenvalue, there are no unit states, and the set of moments is empty.

## Symmetry of \(H\): the energy is real

Symmetry of the real matrix \(H\) makes it Hermitian. For a nonzero \(v\) in the level, \(\varepsilon\langle v,v\rangle=\langle v,Hv\rangle=\langle Hv,v\rangle=\bar\varepsilon\langle v,v\rangle\), so \(\varepsilon=\bar\varepsilon\). This is the only use of `hH`, in the lines that lead to `hc`.

For a real \(H\) it is the real energy that matters. If \(H=A\) with the \(2\times2\) matrix above, the state \((1,i)/\sqrt2\) spans the level at \(\varepsilon=-i\), and again the only moment is \(1\).

The condition on \(m\) remains. Suppose \(m=0\), and put \(T=PLP\). For any \(w\), the vector \(u=Pw\) lies in the level and \(\langle Tw,w\rangle=\langle Lu,u\rangle\). This is zero if \(u=0\); otherwise it is \(\|u\|^2\mu(u/\|u\|)=0\). So \(\langle w,Tw\rangle=0\) for all \(w\). Inserting \(a+b\) and \(a+ib\) for \(w\) gives
\[
\langle a,Tb\rangle+\langle b,Ta\rangle=0,\qquad \langle a,Tb\rangle-\langle b,Ta\rangle=0,
\]
hence \(\langle a,Tb\rangle=0\) for all \(a,b\), and \(T=0\). Conversely, if \(PLP=0\), a unit state \(v\) of the level with \(\mu(v)=m\) satisfies \(Pv=v\), so \(m=\langle v,PLPv\rangle=0\).

In `orbital_moment_interval`, `hε` is the eigenvalue hypothesis, and `Complex.ofReal '' Set.Icc (-m) m` is the real interval viewed inside the complex numbers. The proof applies `symmetric_range` to the real part of \(\mu\) on the level. `hP` moves the projector across the inner product, and `inner_map_self_eq_zero` is the polarisation step.

```lean
/-- Let `H` be real symmetric with eigenvalue `ε`, `A` real antisymmetric and `L = iA`.
The moments `⟨v, Lv⟩` of the unit states of the level fill an interval `[-m, m]`, and
`m = 0` exactly when `PLP = 0`. -/
theorem orbital_moment_interval (hH : Hᵀ = H) (hA : Aᵀ = -A)
    (hε : Module.End.HasEigenvalue (hamiltonian H) ε) :
    ∃ m : ℝ, 0 ≤ m ∧ moments H A ε = Complex.ofReal '' Set.Icc (-m) m ∧
      (m = 0 ↔ levelProjector H ε ∘ₗ orbitalL A ∘ₗ levelProjector H ε = 0) := by
  -- the energy is real because H is symmetric
  have hHs : (hamiltonian H).IsSymmetric := by
    refine symmetric_of_hermitian ?_
    ext i j
    have h : H j i = H i j := congrFun (congrFun hH i) j
    simp [h]
  have hc : conj ε = ε := hHs.conj_eigenvalue_eq_self hε
  have : Nontrivial (level H ε) := Submodule.nontrivial_iff_ne_bot.2 hε
  let f : level H ε → ℝ := fun v => (⟪(v : EuclideanSpace ℂ n), orbitalL A v⟫_ℂ).re
  have hf : Continuous f := Complex.continuous_re.comp (continuous_inner.comp
    (continuous_subtype_val.prodMk
      ((orbitalL A).continuous_of_finiteDimensional.comp continuous_subtype_val)))
  have hn : ∀ v : EuclideanSpace ℂ n, ‖conjState v‖ = ‖v‖ := fun v => by
    simp [EuclideanSpace.norm_eq, conjState]
  obtain ⟨m, hm, hI⟩ := symmetric_range hf fun v hv =>
    ⟨⟨conjState v, conj_mem_level hc v.2⟩, (hn v).trans hv, conj_moment A v⟩
  have hP : ∀ w, ⟪(levelProjector H ε ∘ₗ orbitalL A ∘ₗ levelProjector H ε) w, w⟫_ℂ =
      ⟪orbitalL A (levelProjector H ε w), levelProjector H ε w⟫_ℂ :=
    fun w => Submodule.inner_starProjection_left_eq_right _ _ _
  refine ⟨m, hm, ?_, fun h0 => ?_, fun h0 => ?_⟩
  · ext z
    constructor
    · rintro ⟨v, hv, h1, rfl⟩
      exact ⟨_, (hI _).1 ⟨⟨v, hv⟩, h1, rfl⟩, moment_real hA v⟩
    · rintro ⟨t, ht, rfl⟩
      obtain ⟨v, h1, rfl⟩ := (hI t).2 ht
      exact ⟨v, v.2, h1, (moment_real hA v).symm⟩
  · -- vanishing moments make the quadratic form of PLP vanish
    refine (inner_map_self_eq_zero _).1 fun w => ?_
    rw [hP, orbitalL_symmetric hA]
    have hu : levelProjector H ε w ∈ level H ε := Submodule.starProjection_apply_mem _ _
    generalize levelProjector H ε w = u at hu ⊢
    by_cases h : u = 0
    · simp [h]
    have h1 : ‖(‖u‖ : ℂ)⁻¹ • u‖ = 1 := by
      rw [norm_smul, norm_inv, Complex.norm_real, norm_norm,
        inv_mul_cancel₀ (norm_ne_zero_iff.2 h)]
    have ht := (hI _).1 ⟨⟨_, Submodule.smul_mem _ (‖u‖ : ℂ)⁻¹ hu⟩, h1, rfl⟩
    rw [h0, neg_zero, Set.Icc_self, Set.mem_singleton_iff] at ht
    have h2 := (moment_real hA ((‖u‖ : ℂ)⁻¹ • u)).symm.trans (congrArg Complex.ofReal ht)
    simpa [inner_smul_left, inner_smul_right, h] using h2
  · obtain ⟨v, -, hv⟩ := (hI m).2 ⟨by linarith, le_rfl⟩
    have hPv : levelProjector H ε v = v := Submodule.starProjection_eq_self_iff.2 v.2
    have h := hP v
    rw [h0, LinearMap.zero_apply, inner_zero_left, hPv, orbitalL_symmetric hA] at h
    exact hv.symm.trans (congrArg Complex.re h.symm)
```

The matrix \(H\) is fixed: a self-consistent field that changes with the occupied state is a different problem. The states are single vectors, not ensembles.

## Only one independent state: the moment is quenched

Without degeneracy, \(\bar v\) must be a multiple \(cv\) of \(v\). Then \(|c|^2\mu(v)=\mu(\bar v)=-\mu(v)\), so \((1+|c|^2)\mu(v)=0\) and \(\mu(v)=0\). `nondegenerate_quenched` follows these lines. Its hypothesis `hnd` says that every state of the level is a multiple of `v`, and it assumes a real energy directly in place of a symmetric \(H\).

```lean
/-- For real antisymmetric `A`, if all states of a level with real energy are multiples of
one state `v` of the level, then `⟨v, Lv⟩ = 0`. -/
theorem nondegenerate_quenched (hA : Aᵀ = -A) (hε : conj ε = ε) {v : EuclideanSpace ℂ n}
    (hv : v ∈ level H ε) (hnd : ∀ w ∈ level H ε, ∃ c : ℂ, w = c • v) :
    ⟪v, orbitalL A v⟫_ℂ = 0 := by
  -- the conjugate state is a multiple of v but has the opposite moment
  obtain ⟨c, hc⟩ := hnd _ (conj_mem_level hε hv)
  have h := conj_moment A v
  rw [hc, map_smul, inner_smul_left, inner_smul_right, ← mul_assoc,
    ← Complex.normSq_eq_conj_mul_self, Complex.re_ofReal_mul] at h
  have h1 : (1 + Complex.normSq c) * (⟪v, orbitalL A v⟫_ℂ).re = 0 := by linear_combination h
  have hpos : 0 < 1 + Complex.normSq c := by linarith [Complex.normSq_nonneg c]
  rw [← moment_real hA, (mul_eq_zero.1 h1).resolve_left hpos.ne', Complex.ofReal_zero]

end

end OrbitalMomentOfLevel
```

```lean
#print axioms OrbitalMomentOfLevel.orbital_moment_interval
-- 'OrbitalMomentOfLevel.orbital_moment_interval' depends on axioms: [propext, Classical.choice, Quot.sound]
#print axioms OrbitalMomentOfLevel.nondegenerate_quenched
-- 'OrbitalMomentOfLevel.nondegenerate_quenched' depends on axioms: [propext, Classical.choice, Quot.sound]
```

With more than one independent state, \(m\) may or may not be zero, depending on \(PLP\). The smallest level with \(m>0\) has dimension two, for instance the level spanned by degenerate \(p_x\) and \(p_y\) orbitals, with \(L=L_z\). There \(A\) is the \(2\times2\) matrix above, \(P=1\), and \(PLP=L\neq0\). The unit state \((\cos\theta,\,i\sin\theta)\) has \(\mu=\sin2\theta\), which runs from \(-1\) to \(1\), so \(m=1\).

In a calculation with one electron in this pair, a real eigensolver returns real orbitals, for which \(\langle L_z\rangle=0\). A complex one may return any unit combination, with any value in \([-1,1]\), at the same energy. The range itself can be read off from the matrix \(\langle\varphi_a,L\varphi_b\rangle\) over an orthonormal basis \(\varphi_a\) of the whole level: its largest eigenvalue is \(m\).
